# Natural occupations 1 + d and 1 − d pair up for two idempotent density matrices when d² ≠ 1

Stretch a bond in an unrestricted Hartree–Fock calculation, and the alpha and beta electrons may settle in different spatial orbitals. Diagonalise the total density matrix of such a determinant, and fractional occupations appear in pairs that add up to 2, such as 1.6 and 0.4. The theorems below derive this pairing and trace it to the overlap between the occupied alpha and beta orbitals.

```lean
import Mathlib

open Matrix
open scoped ComplexOrder

namespace NaturalOccupationPairing

variable {n a b : Type*} [Fintype n] [Fintype a] [Fintype b]
```

The finite type `n` labels an orthonormal basis of spatial orbitals, while `a` and `b` label the occupied alpha and beta orbitals. A vector is a function `n → ℂ`, that is, a list of coefficients.

```lean
/-- The space of natural orbitals with occupation `μ`: the eigenspace of the total
density matrix `P + Q` at `μ`. -/
def naturalSpace (P Q : Matrix n n ℂ) (μ : ℂ) : Submodule ℂ (n → ℂ) :=
  Module.End.eigenspace (Matrix.mulVecLin (P + Q)) μ
```

P and Q are the alpha and beta density matrices. The natural orbitals with occupation μ, together with the zero vector, form the eigenspace of P + Q at μ. If μ is not an eigenvalue, the space contains only zero.

```lean
/-- A vector lies in the natural space at `μ` exactly when it solves the eigenvalue
equation of the total density matrix. -/
theorem mem_naturalSpace {P Q : Matrix n n ℂ} {μ : ℂ} {v : n → ℂ} :
    v ∈ naturalSpace P Q μ ↔ (P + Q) *ᵥ v = μ • v := by
  rw [naturalSpace, Module.End.mem_eigenspace_iff, Matrix.mulVecLin_apply]
```

Membership is the eigenvalue equation (P + Q)v = μv. In Lean, `*ᵥ` is matrix times vector and `•` is number times vector.

```lean
/-- On natural orbitals of occupation `1 + d`, the product `P Q` acts as `d P`, and
`Q P` acts as `d Q`. -/
theorem density_exchange {P Q : Matrix n n ℂ} (hP : P * P = P) (hQ : Q * Q = Q)
    {d : ℂ} {v : n → ℂ} (hv : v ∈ naturalSpace P Q (1 + d)) :
    P *ᵥ (Q *ᵥ v) = d • (P *ᵥ v) ∧ Q *ᵥ (P *ᵥ v) = d • (Q *ᵥ v) := by
  rw [mem_naturalSpace] at hv
  -- project the eigenvalue equation with each density matrix in turn
  have h1 := congrArg (fun w => P *ᵥ w) hv
  have h2 := congrArg (fun w => Q *ᵥ w) hv
  simp only [add_mulVec, mulVec_add, mulVec_smul, mulVec_mulVec, hP] at h1
  simp only [add_mulVec, mulVec_add, mulVec_smul, mulVec_mulVec, hQ] at h2
  rw [mulVec_mulVec, mulVec_mulVec]
  constructor
  · linear_combination (norm := module) h1
  · linear_combination (norm := module) h2
```

The hypotheses `hP` and `hQ` say P² = P and Q² = Q: each of the two density matrices comes from orbitals that are either filled or empty, as in a single determinant. A correlated state generally violates this. Applying P to (P + Q)v = (1 + d)v gives

Pv + PQv = (1 + d)Pv, hence PQv = dPv.

Applying Q gives QPv = dQv in the same way. In the proof, `congrArg` applies the matrix to both sides, and `linear_combination` does the subtraction.

```lean
/-- The spin density `P - Q` takes natural orbitals of occupation `1 + d` to the space
of occupation `1 - d`, and its square multiplies them by `1 - d ^ 2`. -/
theorem spin_density_action {P Q : Matrix n n ℂ} (hP : P * P = P) (hQ : Q * Q = Q)
    {d : ℂ} {v : n → ℂ} (hv : v ∈ naturalSpace P Q (1 + d)) :
    (P - Q) *ᵥ v ∈ naturalSpace P Q (1 - d) ∧
      (P - Q) *ᵥ ((P - Q) *ᵥ v) = (1 - d ^ 2) • v := by
  obtain ⟨h1, h2⟩ := density_exchange hP hQ hv
  have hPv : P *ᵥ (P *ᵥ v) = P *ᵥ v := by rw [mulVec_mulVec, hP]
  have hQv : Q *ᵥ (Q *ᵥ v) = Q *ᵥ v := by rw [mulVec_mulVec, hQ]
  rw [mem_naturalSpace, add_mulVec] at hv
  rw [mem_naturalSpace]
  constructor
  · simp only [sub_mulVec, add_mulVec, mulVec_sub, h1, h2, hPv, hQv]
    module
  · simp only [sub_mulVec, mulVec_sub, h1, h2, hPv, hQv]
    linear_combination (norm := module) (1 - d) • hv
```

Let D = P − Q be the spin density. With the two exchange relations,

(P + Q)Dv = Pv − PQv + QPv − Qv = (1 − d)Dv,

D²v = Pv − PQv − QPv + Qv = (1 − d)(P + Q)v = (1 − d²)v.

So D carries occupation 1 + d to 1 − d, and applying it twice multiplies the original vector by 1 − d². The `simp only` steps insert the relations, and `module` checks the remaining vector algebra.

```lean
/-- Pairing of natural occupations: for `d ^ 2 ≠ 1` the spin density maps the natural
space at `1 + d` bijectively onto that at `1 - d`. For `v` in the first space, `P v` solves
the eigenvalue equation of `P Q P` at `d ^ 2`, and is nonzero if `v` and `d` are. -/
theorem natural_occupation_pairing {P Q : Matrix n n ℂ} (hP : P * P = P)
    (hQ : Q * Q = Q) {d : ℂ} (hd : d ^ 2 ≠ 1) :
    Set.BijOn (fun v => (P - Q) *ᵥ v)
      (naturalSpace P Q (1 + d)) (naturalSpace P Q (1 - d)) ∧
    ∀ v ∈ naturalSpace P Q (1 + d),
      (P * Q * P) *ᵥ (P *ᵥ v) = d ^ 2 • (P *ᵥ v) ∧
      (v ≠ 0 → d ≠ 0 → P *ᵥ v ≠ 0) := by
  have hne : (1 - d ^ 2 : ℂ) ≠ 0 := sub_ne_zero.mpr (Ne.symm hd)
  refine ⟨⟨fun v hv => (spin_density_action hP hQ hv).1, ?_, ?_⟩, ?_⟩
  · -- injectivity: on this space the square of the spin density is a nonzero multiple of the identity
    intro v hv w hw hvw
    have h := congrArg (fun u => (P - Q) *ᵥ u) hvw
    simp only [] at h
    rw [(spin_density_action hP hQ hv).2, (spin_density_action hP hQ hw).2] at h
    exact smul_right_injective _ hne h
  · -- surjectivity: the preimage is a rescaled image under the spin density
    intro w hw
    have hw' : w ∈ naturalSpace P Q (1 + -d) := by
      rw [← sub_eq_add_neg]
      exact hw
    obtain ⟨h1, h2⟩ := spin_density_action hP hQ hw'
    rw [sub_neg_eq_add] at h1
    refine ⟨(1 - d ^ 2)⁻¹ • ((P - Q) *ᵥ w), Submodule.smul_mem _ _ h1, ?_⟩
    change (P - Q) *ᵥ ((1 - d ^ 2)⁻¹ • ((P - Q) *ᵥ w)) = w
    rw [mulVec_smul, h2, neg_sq, smul_smul, inv_mul_cancel₀ hne, one_smul]
  · intro v hv
    obtain ⟨h1, h2⟩ := density_exchange hP hQ hv
    constructor
    · have hPv : P *ᵥ (P *ᵥ v) = P *ᵥ v := by rw [mulVec_mulVec, hP]
      rw [← mulVec_mulVec, ← mulVec_mulVec, hPv, h2, mulVec_smul, h1, smul_smul, sq]
    · intro hv0 hd0 hz
      rw [hz, mulVec_zero] at h2
      have hQz : Q *ᵥ v = 0 := (smul_eq_zero.mp h2.symm).resolve_left hd0
      rw [mem_naturalSpace, add_mulVec, hz, hQz, add_zero] at hv
      have h3 : 1 + d = 0 := (smul_eq_zero.mp hv.symm).resolve_right hv0
      exact hd (by linear_combination (d - 1) * h3)
```

`Set.BijOn` says that D maps the first space into the second, one-to-one and onto. Here d may be any complex number with d² ≠ 1, and P and Q need not be Hermitian.

If Dv = Dw, applying D again gives (1 − d²)v = (1 − d²)w, so v = w. For w in the second space, the previous theorem with −d in place of d shows that

v = Dw/(1 − d²)

lies in the first space and satisfies Dv = w. Since D is linear, the two occupations have equal multiplicity.

The second part of the statement follows from

PQP(Pv) = PQPv = dPQv = d²Pv.

This is an eigenvector equation only if Pv ≠ 0. Suppose that v ≠ 0 and d ≠ 0, but Pv = 0. Then dQv = QPv = 0, so Qv = 0 and (1 + d)v = 0. This forces d = −1, which is excluded.

```lean
/-- For Hermitian density matrices the spin density scales the squared norm of a natural
orbital of occupation `1 + d` by `1 - d ^ 2`. -/
theorem spin_density_norm {P Q : Matrix n n ℂ} (hP : P * P = P) (hQ : Q * Q = Q)
    (hPh : P.IsHermitian) (hQh : Q.IsHermitian) {d : ℂ} {v : n → ℂ}
    (hv : v ∈ naturalSpace P Q (1 + d)) :
    star ((P - Q) *ᵥ v) ⬝ᵥ ((P - Q) *ᵥ v) = (1 - d ^ 2) * (star v ⬝ᵥ v) := by
  have hD : (P - Q)ᴴ = P - Q := (hPh.sub hQh).eq
  rw [star_mulVec, hD, ← dotProduct_mulVec, (spin_density_action hP hQ hv).2,
    dotProduct_smul, smul_eq_mul]
```

Here `IsHermitian` enters, and `star v ⬝ᵥ v` is the squared norm |v|². Moving D across the inner product gives

|Dv|² = ⟨v, D²v⟩ = (1 − d²)|v|².

For real d with 0 < d² < 1 and a normalised v, the normalised partner is therefore Dv/√(1 − d²). At d = 0 the two spaces coincide, and Dv can be v itself, as for an unpaired alpha orbital.

```lean
/-- For Hermitian density matrices and `d ^ 2 = 1`, the spin density annihilates every
natural orbital of occupation `1 + d`. -/
theorem spin_density_vanishes {P Q : Matrix n n ℂ} (hP : P * P = P) (hQ : Q * Q = Q)
    (hPh : P.IsHermitian) (hQh : Q.IsHermitian) {d : ℂ} (hd : d ^ 2 = 1) {v : n → ℂ}
    (hv : v ∈ naturalSpace P Q (1 + d)) : (P - Q) *ᵥ v = 0 := by
  have h := spin_density_norm hP hQ hPh hQh hv
  rw [hd, sub_self, zero_mul] at h
  exact dotProduct_star_self_eq_zero.mp h
```

At d² = 1 the norm law gives |Dv|² = 0, so Dv = 0. Doubly occupied orbitals (d = 1) and empty ones (d = −1) are not paired by D.

```lean
/-- If the columns of `A` and `B` are the orthonormal occupied alpha and beta orbitals, the
components of a natural orbital of occupation `1 + d` along them satisfy the singular-pair
equations of the overlap `Aᴴ * B` with value `d`. -/
theorem overlap_pair_of_natural [DecidableEq a] [DecidableEq b]
    {A : Matrix n a ℂ} {B : Matrix n b ℂ} (hA : Aᴴ * A = 1) (hB : Bᴴ * B = 1)
    {d : ℂ} {v : n → ℂ} (hv : v ∈ naturalSpace (A * Aᴴ) (B * Bᴴ) (1 + d)) :
    (Aᴴ * B) *ᵥ (Bᴴ *ᵥ v) = d • (Aᴴ *ᵥ v) ∧
      (Aᴴ * B)ᴴ *ᵥ (Aᴴ *ᵥ v) = d • (Bᴴ *ᵥ v) := by
  rw [mem_naturalSpace] at hv
  have h1 := congrArg (fun w => Aᴴ *ᵥ w) hv
  have h2 := congrArg (fun w => Bᴴ *ᵥ w) hv
  simp only [add_mulVec, mulVec_add, mulVec_smul, mulVec_mulVec, ← Matrix.mul_assoc,
    hA, Matrix.one_mul] at h1
  simp only [add_mulVec, mulVec_add, mulVec_smul, mulVec_mulVec, ← Matrix.mul_assoc,
    hB, Matrix.one_mul] at h2
  rw [conjTranspose_mul, conjTranspose_conjTranspose, mulVec_mulVec, mulVec_mulVec]
  constructor
  · linear_combination (norm := module) h1
  · linear_combination (norm := module) h2
```

The columns of A and B are now the occupied orbitals. The conditions AᴴA = 1 and BᴴB = 1 state their orthonormality, and the density matrices are P = AAᴴ and Q = BBᴴ. Applying Aᴴ to the eigenvalue equation gives

Aᴴv + (AᴴB)Bᴴv = (1 + d)Aᴴv, hence (AᴴB)Bᴴv = dAᴴv.

Applying Bᴴ gives the companion equation (AᴴB)ᴴAᴴv = dBᴴv. These are the singular-pair equations of the overlap AᴴB. When v ≠ 0, d ≠ 0 and d² ≠ 1, both component vectors are nonzero and |d| is a singular value; a negative d only changes the sign of one vector.

```lean
/-- Conversely, coefficient vectors `x`, `y` obeying the singular-pair equations of the
overlap with value `s` give the combinations `A x + B y` and `A x - B y` in the natural
spaces at `1 + s` and `1 - s`. -/
theorem natural_of_overlap_pair [DecidableEq a] [DecidableEq b]
    {A : Matrix n a ℂ} {B : Matrix n b ℂ} (hA : Aᴴ * A = 1) (hB : Bᴴ * B = 1)
    {s : ℂ} {x : a → ℂ} {y : b → ℂ} (hy : (Aᴴ * B) *ᵥ y = s • x)
    (hx : (Aᴴ * B)ᴴ *ᵥ x = s • y) :
    A *ᵥ x + B *ᵥ y ∈ naturalSpace (A * Aᴴ) (B * Bᴴ) (1 + s) ∧
      A *ᵥ x - B *ᵥ y ∈ naturalSpace (A * Aᴴ) (B * Bᴴ) (1 - s) := by
  rw [conjTranspose_mul, conjTranspose_conjTranspose] at hx
  have e1 : (A * Aᴴ) *ᵥ (A *ᵥ x) = A *ᵥ x := by
    rw [mulVec_mulVec, Matrix.mul_assoc, hA, Matrix.mul_one]
  have e2 : (B * Bᴴ) *ᵥ (B *ᵥ y) = B *ᵥ y := by
    rw [mulVec_mulVec, Matrix.mul_assoc, hB, Matrix.mul_one]
  -- the mixed terms are governed by the overlap
  have e3 : (A * Aᴴ) *ᵥ (B *ᵥ y) = s • (A *ᵥ x) := by
    rw [← mulVec_smul, ← hy]
    simp only [mulVec_mulVec, Matrix.mul_assoc]
  have e4 : (B * Bᴴ) *ᵥ (A *ᵥ x) = s • (B *ᵥ y) := by
    rw [← mulVec_smul, ← hx]
    simp only [mulVec_mulVec, Matrix.mul_assoc]
  rw [mem_naturalSpace, mem_naturalSpace]
  constructor
  · rw [add_mulVec, mulVec_add, mulVec_add, e1, e2, e3, e4]
    module
  · rw [add_mulVec, mulVec_sub, mulVec_sub, e1, e2, e3, e4]
    module
```

The converse starts from x and y with (AᴴB)y = sx and (AᴴB)ᴴx = sy. Then P leaves Ax unchanged and sends By to sAx, while Q leaves By unchanged and sends Ax to sBy. Adding these,

(P + Q)(Ax ± By) = (1 ± s)(Ax ± By).

In the proof, `e1` to `e4` are these four actions. For unit vectors x and y and real s, the squared norms are 2(1 ± s), so the normalised orbitals are (Ax ± By)/√(2(1 ± s)) whenever the denominator is nonzero. At s = 1 the minus combination vanishes.

In a program with a non-orthogonal atomic basis, let S be the basis overlap matrix and C_α, C_β the occupied coefficient matrices. One singular value decomposition of C_αᴴ S C_β supplies x, y and s, and each nonzero combination C_α x ± C_β y is an unnormalised natural orbital. For a single unrestricted determinant, the same singular values determine the spin contamination, because the expectation value of the squared total spin, in units of ħ², contains minus the sum of their squares.

```lean
/-- Two explicit Hermitian idempotent density matrices in two dimensions, with the vector
`(2, 1)` as a natural orbital of occupation `1 + 3/5`. -/
theorem natural_occupation_pairing_witness :
    let P : Matrix (Fin 2) (Fin 2) ℂ := !![1, 0; 0, 0]
    let Q : Matrix (Fin 2) (Fin 2) ℂ := !![9/25, 12/25; 12/25, 16/25]
    P * P = P ∧ Q * Q = Q ∧ P.IsHermitian ∧ Q.IsHermitian ∧
      ![2, 1] ∈ naturalSpace P Q (1 + 3/5) := by
  intro P Q
  refine ⟨?_, ?_, ?_, ?_, ?_⟩
  · ext i j
    fin_cases i <;> fin_cases j <;> simp [P, Matrix.mul_apply, Fin.sum_univ_succ]
  · ext i j
    fin_cases i <;> fin_cases j <;>
      simp [Q, Matrix.mul_apply, Fin.sum_univ_succ] <;> norm_num
  · ext i j
    fin_cases i <;> fin_cases j <;> simp [P, Matrix.conjTranspose_apply]
  · ext i j
    fin_cases i <;> fin_cases j <;> simp [Q, Matrix.conjTranspose_apply]
  · rw [mem_naturalSpace]
    ext i
    fin_cases i <;>
      simp [P, Q, Matrix.mulVec, dotProduct, Fin.sum_univ_succ] <;> norm_num

end NaturalOccupationPairing
```

In this example, one alpha electron occupies (1, 0) and one beta electron occupies (3/5, 4/5), so their overlap is 3/5. The vector (2, 1), normalised to (2, 1)/√5, has occupation 8/5. Applying D gives (4/5, −8/5), which normalises to (1, −2)/√5 and has occupation 2/5. The Lean proof checks the matrix conditions and the eigenvalue equation for (2, 1) entry by entry.

```lean
#print axioms NaturalOccupationPairing.natural_occupation_pairing
-- 'NaturalOccupationPairing.natural_occupation_pairing' depends on axioms: [propext, Classical.choice, Quot.sound]
#print axioms NaturalOccupationPairing.spin_density_vanishes
-- 'NaturalOccupationPairing.spin_density_vanishes' depends on axioms: [propext, Classical.choice, Quot.sound]
#print axioms NaturalOccupationPairing.overlap_pair_of_natural
-- 'NaturalOccupationPairing.overlap_pair_of_natural' depends on axioms: [propext, Classical.choice, Quot.sound]
#print axioms NaturalOccupationPairing.natural_of_overlap_pair
-- 'NaturalOccupationPairing.natural_of_overlap_pair' depends on axioms: [propext, Classical.choice, Quot.sound]
```
